# Every Hermitian matrix on a nonempty finite basis has a lowest eigenvalue

The theorem `exists_groundEnergy` says that a Hamiltonian given by a Hermitian complex matrix on a finite, nonempty basis has a ground-state energy. In mathematical terms, the set of real μ for which A x = μ x has a nonzero solution x contains a least element. The vectors x need not be normalised, which does not affect the eigenvalues, and nothing is assumed about the matrix beyond its being Hermitian. The attempt shows that this set is finite, because its members are roots of the characteristic polynomial, and nonempty, by the spectral theorem. It then takes the minimum.

The failing Lean file:

```lean
import Mathlib

open Matrix
open scoped ComplexOrder

namespace DressedDimer

noncomputable section

variable {m n : Type*} [Fintype m] [DecidableEq m] [Fintype n] [DecidableEq n]

/-- The real number `E` is the lowest eigenvalue of the matrix `A`. -/
def IsGroundEnergy (A : Matrix m m ℂ) (E : ℝ) : Prop :=
  IsLeast {μ : ℝ | ∃ x : m → ℂ, x ≠ 0 ∧ A *ᵥ x = (μ : ℂ) • x} E

/-- Every Hermitian matrix on a nonempty finite basis has a lowest eigenvalue. -/
theorem exists_groundEnergy [Nonempty m] {A : Matrix m m ℂ} (hA : A.IsHermitian) :
    ∃ E, IsGroundEnergy A E := by
  -- eigenvalues are roots of the characteristic polynomial, hence finite in number
  have hfin : {μ : ℝ | ∃ x : m → ℂ, x ≠ 0 ∧ A *ᵥ x = (μ : ℂ) • x}.Finite := by
    refine ((Polynomial.finite_setOf_isRoot A.charpoly_monic.ne_zero).preimage
      (Complex.ofReal_injective.injOn)).subset ?_
    rintro μ ⟨x, hx, hAx⟩
    change A.charpoly.eval (μ : ℂ) = 0
    rw [Matrix.eval_charpoly]
    refine Matrix.exists_mulVec_eq_zero_iff.1 ⟨x, hx, ?_⟩
    rw [sub_mulVec, hAx, ← smul_one_eq_diagonal, smul_mulVec, one_mulVec, sub_self]
  -- the spectral theorem supplies at least one real eigenvalue
  have hne : {μ : ℝ | ∃ x : m → ℂ, x ≠ 0 ∧ A *ᵥ x = (μ : ℂ) • x}.Nonempty := by
    obtain ⟨i⟩ := ‹Nonempty m›
    refine ⟨hA.eigenvalues i, (hA.eigenvectorBasis i).ofLp, fun h0 =>
      hA.eigenvectorBasis.orthonormal.ne_zero i (by ext j; exact congrFun h0 j), ?_⟩
    rw [hA.mulVec_eigenvectorBasis i]
    ext j
    simp only [Pi.smul_apply, Complex.real_smul, smul_eq_mul]
  obtain ⟨E, hE, hmin⟩ := Set.exists_min_image _ id hfin hne
  exact ⟨E, hE, fun μ hμ => hmin μ hμ⟩

end

end DressedDimer
```

The compiler's answer:

```
Main.lean:21:13: warning: `Polynomial.finite_setOf_isRoot` has been deprecated: Use `Polynomial.finite_setOfPred_isRoot` instead
Main.lean:27:25: error: Tactic `rewrite` failed: Did not find an occurrence of the pattern
  diagonal fun x => ?a
in the target expression
  (scalar m) ↑μ *ᵥ x - ↑μ • x = 0

m : Type u_1
inst✝² : Fintype m
inst✝¹ : DecidableEq m
inst✝ : Nonempty m
A : Matrix m m ℂ
hA : A.IsHermitian
μ : ℝ
x : m → ℂ
hx : x ≠ 0
hAx : A *ᵥ x = ↑μ • x
⊢ (scalar m) ↑μ *ᵥ x - ↑μ • x = 0
```

What went wrong. The error arises in showing that an eigenvalue is a root of the characteristic polynomial. After `sub_mulVec` and `hAx`, the goal contains μ times the identity matrix in the form `(scalar m) ↑μ`. The next step, `← smul_one_eq_diagonal`, looks for a matrix written as `diagonal fun x => ?a`. The two forms denote the same matrix, but `rw` searches for the pattern as written and does not unfold `scalar` to find it.

The repair inserts `scalar_apply`, which rewrites the scalar matrix as a `diagonal` one. The old step then matches and turns it into `↑μ • 1`, `smul_mulVec` and `one_mulVec` reduce its action on `x` to `↑μ • x`, and `sub_self` finishes the goal.

The other change replaces the deprecated name `Polynomial.finite_setOf_isRoot` with `Polynomial.finite_setOfPred_isRoot`, as the warning advises. This is mere tidying: it removes the warning and has no bearing on the error.

Lean accepts the file once it reads:

```diff
@@ -19,5 +19,5 @@
   -- eigenvalues are roots of the characteristic polynomial, hence finite in number
   have hfin : {μ : ℝ | ∃ x : m → ℂ, x ≠ 0 ∧ A *ᵥ x = (μ : ℂ) • x}.Finite := by
-    refine ((Polynomial.finite_setOf_isRoot A.charpoly_monic.ne_zero).preimage
+    refine ((Polynomial.finite_setOfPred_isRoot A.charpoly_monic.ne_zero).preimage
       (Complex.ofReal_injective.injOn)).subset ?_
     rintro μ ⟨x, hx, hAx⟩
@@ -25,5 +25,5 @@
     rw [Matrix.eval_charpoly]
     refine Matrix.exists_mulVec_eq_zero_iff.1 ⟨x, hx, ?_⟩
-    rw [sub_mulVec, hAx, ← smul_one_eq_diagonal, smul_mulVec, one_mulVec, sub_self]
+    rw [sub_mulVec, hAx, scalar_apply, ← smul_one_eq_diagonal, smul_mulVec, one_mulVec, sub_self]
   -- the spectral theorem supplies at least one real eigenvalue
   have hne : {μ : ℝ | ∃ x : m → ℂ, x ≠ 0 ∧ A *ᵥ x = (μ : ℂ) • x}.Nonempty := by
```
